# On a finite set, a local potential v cancels every exchange coupling of one real, nowhere-zero occupied orbital to orthogonal orbitals exactly when v is minus the orbital's Hartree potential plus a constant

In a spin-polarised one-electron system, or a closed-shell two-electron singlet such as ground-state helium, one spatial orbital \(\varphi\) is occupied in each occupied spin channel. Hartree–Fock exchange acts on it as a nonlocal operator \(K\), while Kohn–Sham theory uses a local exchange potential \(v\). The difference \(K-v\) can couple \(\varphi\) to empty orbitals, and in Görling–Levy perturbation theory these couplings give the single-excitation part of the second-order correlation energy. Which local potentials make all of them vanish?

For one real orbital on finitely many sites, the answer is every \(v\) that differs by a constant from minus the Hartree potential of \(\varphi^2\), provided that \(\varphi\) is zero at no site. Second order is the leading correlation term in the high-density limit of a non-degenerate system; what is treated here is its singles part for this finite, one-orbital model. Double excitations, which two electrons also have, do not enter.

## One occupied orbital makes exchange local on itself

The sites form a finite type `X`, and orbitals and potentials are real functions on it.

```lean
import Mathlib

open Finset

namespace OneOrbitalExchange

noncomputable section

variable {X : Type*} [Fintype X]
```

The inner product \(\langle f,g\rangle=\sum_x f(x)g(x)\) is a plain sum, without grid weights.

```lean
/-- The real inner product of two functions on the finite set of sites. -/
def pair (f g : X → ℝ) : ℝ := ∑ x, f x * g x
```

For an interaction \(w\) and a density \(n\), the Hartree potential at \(x\) is \(\sum_y w(x,y)n(y)\). Below, \(u\) denotes this potential for \(n=\varphi^2\), the density of one spin channel. In a closed-shell two-electron singlet it is half the Hartree potential of the total density.

```lean
/-- The Hartree potential of the density `n` for the interaction `w`. -/
def hartree (w : X → X → ℝ) (n : X → ℝ) (x : X) : ℝ := ∑ y, w x y * n y
```

The exchange operator is defined on any function \(f\):

\[
(Kf)(x)=-\varphi(x)\sum_y w(x,y)\varphi(y)f(y).
\]

The minus sign belongs to \(K\) here; many textbooks define \(K\) without it and subtract it in the Fock operator.

```lean
/-- The nonlocal exchange operator of one occupied orbital `φ`, applied to `f`. -/
def exchange (w : X → X → ℝ) (φ f : X → ℝ) (x : X) : ℝ :=
  -φ x * ∑ y, w x y * φ y * f y
```

The residual \(r=(K-v)\varphi\) is what the couplings are computed from, and locality of \(v\) means that it multiplies \(\varphi\) site by site.

```lean
/-- The function `(K - v) φ`: nonlocal exchange minus the local potential `v`,
acting on the occupied orbital. -/
def residual (w : X → X → ℝ) (φ v : X → ℝ) (x : X) : ℝ :=
  exchange w φ φ x - v x * φ x
```

With virtual orbitals \(a_i\) at levels \(e_i\) and the occupied level \(e_0\), the singles energy per spin channel is \(\sum_i\langle a_i,r\rangle^2/(e_0-e_i)\).

```lean
/-- The second-order energy of single excitations from `φ` (level `e₀`) to the virtual
orbitals `a i` (levels `e i`), for levels `e i` different from `e₀`. -/
def singlesEnergy {ι : Type*} [Fintype ι] (w : X → X → ℝ) (φ v : X → ℝ)
    (a : ι → X → ℝ) (e₀ : ℝ) (e : ι → ℝ) : ℝ :=
  ∑ i, (pair (a i) (residual w φ v)) ^ 2 / (e₀ - e i)
```

Having a single occupied orbital is built into these definitions. By hand, setting \(f=\varphi\) gives

\[
(K\varphi)(x)=-\varphi(x)\sum_y w(x,y)\varphi(y)^2=-u(x)\varphi(x),
\qquad
r(x)=-(v(x)+u(x))\varphi(x).
\]

With several occupied orbitals, \(K\varphi\) would also contain products of different orbitals, and this reduction would not be available in general. The interaction may be any real function of two sites. A physical \(w\) is symmetric, but the calculation never exchanges \(x\) and \(y\).

In `residual_eq`, the auxiliary equality `h` collects the two factors of \(\varphi(y)\) into a square, and `ring` takes out the common factor \(\varphi(x)\).

```lean
/-- On its own orbital the exchange operator acts as minus the Hartree potential, so
`(K - v) φ` is `-(v + u) φ` with `u` the Hartree potential of `φ²`. -/
theorem residual_eq (w : X → X → ℝ) (φ v : X → ℝ) (x : X) :
    residual w φ v x = -(v x + hartree w (fun y => φ y ^ 2) x) * φ x := by
  have h : ∑ y, w x y * φ y * φ y = ∑ y, w x y * φ y ^ 2 :=
    sum_congr rfl fun y _ => by ring
  simp only [residual, exchange, hartree]
  rw [h]
  ring
```

## Normalisation fixes the component along the orbital

The hypothesis `pair φ φ = 1` says that the orbital holds one electron per spin channel. It enters when a function \(g\) is split into a part along \(\varphi\) and a part perpendicular to it.

Suppose that \(\langle a,g\rangle=0\) whenever \(\langle a,\varphi\rangle=0\). Put \(c=\langle g,\varphi\rangle\) and choose \(a=g-c\varphi\). Then

\[
\langle a,\varphi\rangle=c-c\langle\varphi,\varphi\rangle=0,
\qquad
\langle a,a\rangle=\langle a,g\rangle-c\langle a,\varphi\rangle=0.
\]

A sum of squares that is zero has only zero terms, so \(a(x)=0\) and \(g(x)=c\varphi(x)\) at every site. Conversely, if \(g=c\varphi\), then \(\langle a,g\rangle=c\langle a,\varphi\rangle=0\) for every \(a\) orthogonal to \(\varphi\).

The proof follows the same route: `h2` is the orthogonality of the test function, `h3` expands its squared norm, and `h4` sets that norm to zero. The lemma `sum_eq_zero_iff_of_nonneg` then passes from the sum to each site.

```lean
/-- For normalised `φ`, a function is orthogonal to everything orthogonal to `φ` exactly
when it is a multiple of `φ`. -/
theorem orthogonal_iff_multiple (φ g : X → ℝ) (hφ : pair φ φ = 1) :
    (∀ a, pair a φ = 0 → pair a g = 0) ↔ ∃ c : ℝ, ∀ x, g x = c * φ x := by
  constructor
  · intro h
    -- test with the component of `g` perpendicular to `φ`
    let c := pair g φ
    let a : X → ℝ := fun x => g x - c * φ x
    have h1 : pair a φ = pair g φ - c * pair φ φ := by
      simp only [pair, a, mul_sum]
      rw [← sum_sub_distrib]
      exact sum_congr rfl fun x _ => by ring
    have h2 : pair a φ = 0 := by
      rw [h1, hφ, mul_one]
      exact sub_self _
    have h3 : pair a a = pair a g - c * pair a φ := by
      simp only [pair, mul_sum]
      rw [← sum_sub_distrib]
      exact sum_congr rfl fun x _ => by simp only [a]; ring
    have h4 : ∑ x, a x * a x = 0 := by
      change pair a a = 0
      rw [h3, h a h2, h2]
      ring
    refine ⟨c, fun x => ?_⟩
    have h5 := (sum_eq_zero_iff_of_nonneg (fun x _ => mul_self_nonneg (a x))).1 h4 x
      (mem_univ x)
    exact sub_eq_zero.1 (mul_self_eq_zero.1 h5)
  · rintro ⟨c, hc⟩ a ha
    have h : pair a g = c * pair a φ := by
      simp only [pair, mul_sum]
      exact sum_congr rfl fun x _ => by rw [hc x]; ring
    rw [h, ha, mul_zero]
```

For a nonzero orbital of another norm, the same argument works with \(c=\langle g,\varphi\rangle/\langle\varphi,\varphi\rangle\). Normalisation is therefore a convention at this point, and one that gives \(\varphi^2\) its meaning as a density.

## Nonzero density at every site makes the potential visible

The hypothesis `∀ x, φ x ≠ 0` says that there is some density at each site. It is the usual situation for a nodeless ground-state orbital. It is used for one division: if \(r=c\varphi\), then

\[
-(v(x)+u(x))\varphi(x)=c\,\varphi(x)
\quad\Longrightarrow\quad
v(x)+u(x)=-c .
\]

In the other direction, \(v+u=c\) gives \(r=-c\varphi\) with no division. In Lean the cancellation is `mul_right_cancel₀ (h0 x) h`, and the change of sign is the `-c` supplied in both directions.

```lean
/-- For a nowhere-zero orbital, `(K - v) φ` is a multiple of `φ` exactly when `v` plus the
Hartree potential of `φ²` is constant. -/
theorem residual_multiple_iff (w : X → X → ℝ) (φ v : X → ℝ) (h0 : ∀ x, φ x ≠ 0) :
    (∃ c : ℝ, ∀ x, residual w φ v x = c * φ x) ↔
      ∃ c : ℝ, ∀ x, v x + hartree w (fun y => φ y ^ 2) x = c := by
  constructor
  · rintro ⟨c, hc⟩
    refine ⟨-c, fun x => ?_⟩
    have h := hc x
    rw [residual_eq] at h
    have h' := mul_right_cancel₀ (h0 x) h
    linarith
  · rintro ⟨c, hc⟩
    exact ⟨-c, fun x => by rw [residual_eq, hc x]⟩
```

Taking \(g=r\) in the orthogonality result and combining it with this division gives the main equivalence. In words: for a normalised, nowhere-zero \(\varphi\), every function \(a\) orthogonal to \(\varphi\) satisfies \(\langle a,(K-v)\varphi\rangle=0\) if and only if there is one constant \(c\) with \(v(x)+u(x)=c\) at all sites. The Lean proof joins the two equivalences with `trans`.

```lean
/-- For a normalised, nowhere-zero orbital, all single-excitation elements `⟨a, (K - v) φ⟩`
with `a` orthogonal to `φ` vanish exactly when `v` plus the Hartree potential of `φ²` is
constant. -/
theorem singles_vanish_iff (w : X → X → ℝ) (φ v : X → ℝ) (hφ : pair φ φ = 1)
    (h0 : ∀ x, φ x ≠ 0) :
    (∀ a, pair a φ = 0 → pair a (residual w φ v) = 0) ↔
      ∃ c : ℝ, ∀ x, v x + hartree w (fun y => φ y ^ 2) x = c :=
  (orthogonal_iff_multiple φ _ hφ).trans (residual_multiple_iff w φ v h0)
```

The constant stays free because a uniform shift of \(v\) only adds a multiple of \(\varphi\) to \(r\), which no orthogonal \(a\) detects. On a single site both sides of the equivalence hold for every \(v\).

## Higher-lying virtual orbitals that complete the basis

A calculation uses a list of virtual orbitals rather than every orthogonal function. Three further hypotheses connect the two.

**Orthogonality**, `horth`, says that the virtual orbitals are orthogonal to \(\varphi\). It is used when \(v+u\) is constant: the main equivalence then makes each \(\langle a_i,r\rangle\) zero, and so the energy. Given normalisation and the completeness condition below, it is in fact automatic. Expanding \(\varphi\) itself gives \(\sum_i\langle a_i,\varphi\rangle a_i=0\), and the inner product with \(\varphi\) gives \(\sum_i\langle a_i,\varphi\rangle^2=0\).

**Completeness**, `hcomp`, says that every function \(f\) has the expansion

\[
f(x)=\langle\varphi,f\rangle\varphi(x)+\sum_i\langle a_i,f\rangle a_i(x).
\]

An orthonormal basis consisting of \(\varphi\) and the \(a_i\) satisfies this. If all \(\langle a_i,r\rangle\) vanish, the expansion of \(r\) reduces to \(r=\langle\varphi,r\rangle\varphi\), and the division by \(\varphi\) shows that \(v+u\) is constant. If the virtual orbitals fail to span the space orthogonal to \(\varphi\), some nonzero \(g\) is orthogonal to \(\varphi\) and to all \(a_i\). The potential \(v=-u-g/\varphi\) then has residual \(g\) and zero singles energy, yet \(v+u\) is not constant. A truncated orbital basis can hide an error in the potential in this way.

**The gap**, `hgap`, says \(e_0<e_i\) for every \(i\), so \(\varphi\) is the non-degenerate lowest level. Each term of the energy is a square over a negative number, hence at most zero. The sum is therefore at most zero, and it vanishes only if every term does. With virtual levels on both sides of \(e_0\), positive and negative terms could cancel and the energy could vanish with nonzero couplings.

In the proof, `hterm` records the sign of each term and `sum_nonpos` adds them up. For zero energy, `sum_eq_zero_iff_of_nonpos` makes each term zero, and `hne` removes the denominator, leaving a vanishing square. Completeness is then applied to the residual.

```lean
/-- Let the virtual orbitals be orthogonal to the normalised, nowhere-zero `φ`, complete
together with it, and higher in energy. Then the second-order singles energy is never
positive, and it is zero exactly when `v` plus the Hartree potential of `φ²` is constant. -/
theorem singlesEnergy_nonpos_and_eq_zero_iff {ι : Type*} [Fintype ι] (w : X → X → ℝ)
    (φ v : X → ℝ) (a : ι → X → ℝ) (e₀ : ℝ) (e : ι → ℝ) (hφ : pair φ φ = 1)
    (h0 : ∀ x, φ x ≠ 0) (horth : ∀ i, pair (a i) φ = 0)
    (hcomp : ∀ (f : X → ℝ) x, f x = pair φ f * φ x + ∑ i, pair (a i) f * a i x)
    (hgap : ∀ i, e₀ < e i) :
    singlesEnergy w φ v a e₀ e ≤ 0 ∧ (singlesEnergy w φ v a e₀ e = 0 ↔
      ∃ c : ℝ, ∀ x, v x + hartree w (fun y => φ y ^ 2) x = c) := by
  have hterm : ∀ i ∈ (univ : Finset ι),
      (pair (a i) (residual w φ v)) ^ 2 / (e₀ - e i) ≤ 0 := fun i _ =>
    div_nonpos_of_nonneg_of_nonpos (sq_nonneg _) (by linarith [hgap i])
  refine ⟨sum_nonpos hterm, ?_, ?_⟩
  · intro h
    have hz : ∀ i, pair (a i) (residual w φ v) = 0 := by
      intro i
      have hi := (sum_eq_zero_iff_of_nonpos hterm).1 h i (mem_univ i)
      have hne : e₀ - e i ≠ 0 := (sub_neg.2 (hgap i)).ne
      exact pow_eq_zero_iff (two_ne_zero) |>.1 ((div_eq_zero_iff.1 hi).resolve_right hne)
    -- by completeness only the component along `φ` survives
    refine (residual_multiple_iff w φ v h0).1 ⟨pair φ (residual w φ v), fun x => ?_⟩
    have hx := hcomp (residual w φ v) x
    simpa only [hz, zero_mul, sum_const_zero, add_zero] using hx
  · intro h
    have hs := (singles_vanish_iff w φ v hφ h0).2 h
    exact sum_eq_zero fun i _ => by rw [hs (a i) (horth i)]; simp
```

The orbitals and levels enter as given data. In a Kohn–Sham calculation they would be eigenfunctions and eigenvalues of one Kohn–Sham Hamiltonian whose exchange potential is \(v\); no hypothesis supplies that link.

Two sites already offer suitable orbitals: \(\varphi=(3/5,4/5)\) and one virtual orbital \(a=(-4/5,3/5)\). The theorem below confirms their normalisation, nonzero values, orthogonality and completeness by arithmetic, site by site. Any two levels with \(e_0<e_1\) complete the data, where \(e_1\) denotes the virtual level.

```lean
/-- On two sites, the orbital `(3/5, 4/5)` and the virtual orbital `(-4/5, 3/5)` are
normalised, nowhere zero, orthogonal and complete as required above. -/
theorem singlesEnergy_witness :
    let φ : Fin 2 → ℝ := ![3 / 5, 4 / 5]
    let a : Fin 1 → Fin 2 → ℝ := fun _ => ![-4 / 5, 3 / 5]
    pair φ φ = 1 ∧ (∀ x, φ x ≠ 0) ∧ (∀ i, pair (a i) φ = 0) ∧
      ∀ (f : Fin 2 → ℝ) x, f x = pair φ f * φ x + ∑ i, pair (a i) f * a i x := by
  intro φ a
  refine ⟨?_, ?_, ?_, ?_⟩
  · norm_num [pair, φ, Fin.sum_univ_two]
  · intro x
    fin_cases x <;> norm_num [φ]
  · intro i
    norm_num [pair, φ, a, Fin.sum_univ_two]
  · intro f x
    rw [Fin.sum_univ_one]
    simp only [pair, Fin.sum_univ_two]
    fin_cases x
    · change f 0 = (3 / 5 * f 0 + 4 / 5 * f 1) * (3 / 5)
        + (-4 / 5 * f 0 + 3 / 5 * f 1) * (-4 / 5)
      ring
    · change f 1 = (3 / 5 * f 0 + 4 / 5 * f 1) * (4 / 5)
        + (-4 / 5 * f 0 + 3 / 5 * f 1) * (3 / 5)
      ring
```

These orbitals also give a numerical example of the coupling and the singles energy, with the levels left as given data. Take an on-site repulsion \(U\), with \(w(x,x)=U\) and no interaction between sites. Then \(u=(9U/25,\,16U/25)\). With \(v=0\), the residual is \(r=(-27U/125,\,-64U/125)\), and

\[
\langle a,r\rangle=\frac{108U-192U}{625}=-\frac{84U}{625},
\qquad
E=-\frac{(84U/625)^2}{e_1-e_0}.
\]

With \(v=-u\), the residual, the coupling and the energy \(E\) are all zero.

In a helium calculation in an orbital basis, the same coupling is assembled for each virtual orbital \(a\) from a two-electron integral and a matrix element of the potential, \(-(a\varphi|\varphi\varphi)-\langle a|v|\varphi\rangle\). With \(v\) set to minus half the Hartree potential of the total density, the two contributions cancel. With an approximate exchange potential, such as that of the local density approximation, they generally leave a remainder, which is squared and divided by the orbital-energy difference.

## A node hides the potential at its site

Suppose that a normalised orbital vanishes at a site \(x_0\). Take \(v=-u\) everywhere except at \(x_0\), and add one unit of energy there. The residual is still zero at every site: away from \(x_0\) because \(v+u=0\), and at \(x_0\) because \(\varphi(x_0)=0\). All singles couplings vanish. Yet \(v+u\) equals 1 at \(x_0\) and 0 elsewhere, and there is an elsewhere, since a normalised orbital must be nonzero at some site.

The main equivalence therefore fails for every normalised orbital with a node, whatever the interaction. The direction that fails is the one from vanishing couplings to a constant sum.

In Lean, `hv` records the values of \(v+u\). The first half writes the residual as zero times \(\varphi\) and applies the orthogonality result. In the second half, `hall` shows that a constant sum would force every site to be \(x_0\), which contradicts normalisation.

```lean
/-- If a normalised orbital has a node at `x₀`, raising minus the Hartree potential by one
at `x₀` alone keeps all singles elements zero, although `v` plus the Hartree potential is
not constant. -/
theorem node_counterexample [DecidableEq X] (w : X → X → ℝ) (φ : X → ℝ)
    (hφ : pair φ φ = 1) (x₀ : X) (hnode : φ x₀ = 0) :
    let v : X → ℝ := fun x => -hartree w (fun y => φ y ^ 2) x + if x = x₀ then 1 else 0
    (∀ a, pair a φ = 0 → pair a (residual w φ v) = 0) ∧
      ¬ ∃ c : ℝ, ∀ x, v x + hartree w (fun y => φ y ^ 2) x = c := by
  intro v
  have hv : ∀ x, v x + hartree w (fun y => φ y ^ 2) x = if x = x₀ then 1 else 0 :=
    fun x => by simp only [v]; ring
  constructor
  · refine (orthogonal_iff_multiple φ _ hφ).2 ⟨0, fun x => ?_⟩
    rw [residual_eq, hv x]
    by_cases hx : x = x₀
    · rw [hx, hnode]; ring
    · rw [if_neg hx]; ring
  · rintro ⟨c, hc⟩
    -- a constant sum would put every site at the node, against normalisation
    have hall : ∀ x, x = x₀ := by
      intro x
      by_contra hx
      have h1 := (hv x).symm.trans (hc x)
      have h2 := (hv x₀).symm.trans (hc x₀)
      rw [if_neg hx] at h1
      rw [if_pos rfl] at h2
      linarith
    have hzero : pair φ φ = 0 := sum_eq_zero fun x _ => by rw [hall x, hnode, mul_zero]
    linarith

end

end OneOrbitalExchange
```

In the continuum, a continuous potential has no such freedom at an isolated nodal surface, because its values there are fixed by those nearby.

```lean
#print axioms OneOrbitalExchange.singlesEnergy_nonpos_and_eq_zero_iff
-- 'OneOrbitalExchange.singlesEnergy_nonpos_and_eq_zero_iff' depends on axioms: [propext, Classical.choice, Quot.sound]
#print axioms OneOrbitalExchange.node_counterexample
-- 'OneOrbitalExchange.node_counterexample' depends on axioms: [propext, Classical.choice, Quot.sound]
```
